# For n ≥ 1, κ labels the 2n − 1 subshells of a principal shell, which hold 2n² spinors

Suppose the radial Dirac equation is to be solved for every bound level with $n=3$ in a hydrogen-like ion. The subshells are $3s_{1/2}$, $3p_{1/2}$, $3p_{3/2}$, $3d_{3/2}$ and $3d_{5/2}$, and the radial equation distinguishes them by one integer, the relativistic quantum number $\kappa$, with the values $-1, 1, -2, 2, -3$. The list is lopsided: $-3$ occurs and $+3$ does not. Does such a list always contain each subshell exactly once, and how many spinors does it hold?

Write $k$ for $\kappa$, as the code does, $l$ for the orbital angular momentum of the large component, $j$ for the total angular momentum and $m$ for its projection. For a principal quantum number $n\ge 1$, the nonzero integers from $-n$ to $n-1$ correspond one to one to the pairs $(l,2j)$ with $0\le l<n$ and $j=l\pm\tfrac12>0$. There are $2n-1$ of them, and their degeneracies add up to $2n^2$. This fixes the size of a closed shell in relativistic atomic structure, within a model of one-electron spinors in a central field. It is a statement about labels: no Dirac equation is solved and no energy appears.

In Lean 4 with Mathlib:

```lean
import Mathlib

open Finset

namespace DiracPrincipalShell
```

## κ is a nonzero integer

In a central field the Dirac Hamiltonian commutes with an operator whose eigenvalues are $\pm(j+\tfrac12)$. Since $j$ is half of an odd positive integer, these eigenvalues are nonzero integers. The sign convention here is $k=-(l+1)$ for $j=l+\tfrac12$ and $k=l$ for $j=l-\tfrac12$. Solving for $l$ and $j$ gives

$$l=\begin{cases}k & k>0\\ -k-1 & k<0\end{cases}\qquad 2j=2|k|-1 .$$

```lean
/-- The orbital angular momentum `l` of the large component for the quantum number `k` (kappa). -/
def ell (k : ℤ) : ℤ := if 0 < k then k else -k - 1

/-- Twice the total angular momentum, `2j = 2|k| - 1`. -/
def twoJ (k : ℤ) : ℤ := 2 * (k.natAbs : ℤ) - 1

/-- The subshell label `(l, 2j)` belonging to `k`. -/
def label (k : ℤ) : ℤ × ℤ := (ell k, twoJ k)
```

The functions `ell`, `twoJ` and `label` take integer values, so subtraction is ordinary subtraction, and doubling $j$ avoids fractions. They are defined at $k=0$ too, where the label is $(-1,-1)$, which is no subshell. If zero were admitted, the map would leave its target and the count of $k$ values would be too large by one. The sum of degeneracies would not notice, because $2|0|=0$.

## The range ends at −n below and at n − 1 above

For bound states in a Coulomb field, $n=n_r+|k|$ with a radial quantum number $n_r\ge 0$, and $n_r=0$ occurs only for negative $k$. Hence $|k|\le n$, with $k=n$ excluded. The code takes this range as the definition of `shell`; it does not derive it from the radial equation.

```lean
/-- The values of kappa in the principal shell `n`: the nonzero integers from `-n` to `n - 1`. -/
noncomputable def shell (n : ℕ) : Finset ℤ := (Icc (-(n : ℤ)) ((n : ℤ) - 1)).erase 0
```

The target is defined without reference to $k$, by the familiar rules $0\le l<n$ and $j=l\pm\tfrac12$.

```lean
/-- The pairs `(l, 2j)` with `0 ≤ l < n` and `j = l ± 1/2 > 0`. -/
def subshells (n : ℕ) : Set (ℤ × ℤ) :=
  {p | 0 ≤ p.1 ∧ p.1 < n ∧ 0 < p.2 ∧ (p.2 = 2 * p.1 + 1 ∨ p.2 = 2 * p.1 - 1)}
```

The condition $j>0$ matters at $l=0$, where $j=l-\tfrac12$ would give $j=-\tfrac12$. Without it the set would contain $(0,-1)$, which no nonzero $k$ reaches. The condition $0\le l$ already follows from the others and is stated for clarity.

## Projections are half-integral, so 2m is odd

A subshell has the projections $m=-j,-j+1,\dots,j$. After doubling, these are the odd integers from $-2j$ to $2j$, since $2j$ is odd and the steps have length 2. A spinor of the shell is a pair consisting of $k$ and $2m$.

```lean
/-- The doubled magnetic projections `2m` of a subshell: the odd integers from `-2j` to `2j`. -/
noncomputable def twoM (k : ℤ) : Finset ℤ := (Icc (-twoJ k) (twoJ k)).filter (fun M => Odd M)

/-- The spinors of the principal shell `n`, labelled by kappa and `2m`. -/
noncomputable def spinors (n : ℕ) : Finset (Σ _ : ℤ, ℤ) := (shell n).sigma twoM
```

The angular labels $k$ and $m$, together with $n$, identify a bound one-electron spinor, so `spinors n` is a finite set of labels and not a set of functions. The next lemma rewrites membership in the shell as inequalities, which the later arguments use.

```lean
/-- An integer belongs to the shell `n` exactly when it is nonzero and `-n ≤ k < n`. -/
theorem mem_shell {n : ℕ} {k : ℤ} :
    k ∈ shell n ↔ k ≠ 0 ∧ -(n : ℤ) ≤ k ∧ k < n := by
  simp only [shell, mem_erase, mem_Icc]
  omega
```

To count projections by hand, write $2m=2i-2j$ with $i=0,1,\dots,2j$. There are $2j+1=2|k|$ values of $i$, and different $i$ give different $m$. The proof of `card_twoM` does the same. It shows that `twoM k` is the image of the first $2|k|$ natural numbers under $i\mapsto 2i-2j$, recovering $i$ as $(2m+2j)/2$, where oddness makes the division exact. Injectivity then gives the count. Without the oddness condition, a physical subshell would be assigned all $4j+1$ integers between $-2j$ and $2j$, including even ones that belong to no half-integral projection.

```lean
/-- A subshell with quantum number `k` has `2|k|` magnetic projections. -/
theorem card_twoM (k : ℤ) : (twoM k).card = 2 * k.natAbs := by
  -- enumerate the projections as -2j, -2j + 2, ..., 2j
  have h : twoM k = (range (2 * k.natAbs)).image (fun i : ℕ => 2 * (i : ℤ) - twoJ k) := by
    ext M
    simp only [twoM, twoJ, mem_filter, mem_Icc, mem_image, mem_range]
    constructor
    · rintro ⟨⟨h1, h2⟩, r, hr⟩
      exact ⟨((M + (2 * (k.natAbs : ℤ) - 1)) / 2).toNat, by omega, by omega⟩
    · rintro ⟨i, hi, rfl⟩
      exact ⟨⟨by omega, by omega⟩, ⟨(i : ℤ) - k.natAbs, by ring⟩⟩
  rw [h, card_image_of_injective, card_range]
  intro a b hab
  dsimp only at hab
  omega
```

## What the bounds do for the bijection

The range of $k$ and the conditions on $(l,2j)$ meet in three steps.

*The labels are subshells.* If $k=-a$ with $1\le a\le n$, then $l=a-1$ and $2j=2a-1=2l+1$, so $0\le l<n$ and $j>0$. If $k=a$ with $1\le a\le n-1$, then $l=a$ and $2j=2l-1$, so again $l<n$, and $j>0$ because $l\ge1$. The value $k=n$ would give $l=n$, and $k=-n-1$ would do the same, so both bounds are sharp.

*Different $k$ have different labels.* Equal $2j$ means equal $|k|$. Two different values would then be $a$ and $-a$, whose orbital quantum numbers are $a$ and $a-1$. These differ.

*Every subshell occurs.* For $j=l+\tfrac12$ take $k=-l-1$, which lies between $-n$ and $-1$ because $0\le l<n$. For $j=l-\tfrac12>0$ take $k=l$, which lies between $1$ and $n-1$.

`Set.BijOn` packages exactly these three claims, and the proof treats them in this order. `split_ifs` separates the signs of $k$, and `omega` settles the remaining integer inequalities. In the last part the two values of $k$ are supplied explicitly.

```lean
/-- Within the shell `n`, kappa labels the subshells `(l, 2j)` one to one and completely. -/
theorem label_bijOn (n : ℕ) : Set.BijOn label (shell n : Set ℤ) (subshells n) := by
  refine ⟨?_, ?_, ?_⟩
  · intro k hk
    have hk' := mem_shell.1 (mem_coe.1 hk)
    simp only [subshells, label, ell, twoJ, Set.mem_ofPred_eq]
    split_ifs <;> omega
  · intro a ha b hb h
    have ha' := mem_shell.1 (mem_coe.1 ha)
    have hb' := mem_shell.1 (mem_coe.1 hb)
    simp only [label, ell, twoJ, Prod.mk.injEq] at h
    obtain ⟨h1, h2⟩ := h
    split_ifs at h1 <;> omega
  · rintro ⟨l, J⟩ h
    simp only [subshells, Set.mem_ofPred_eq] at h
    obtain ⟨h0, hl, hJ, h | h⟩ := h
    · -- j = l + 1/2 comes from k = -l - 1
      refine ⟨-l - 1, mem_coe.2 (mem_shell.2 (by omega)), ?_⟩
      simp only [label, ell, twoJ, Prod.mk.injEq]
      split_ifs <;> omega
    · -- j = l - 1/2 comes from k = l
      refine ⟨l, mem_coe.2 (mem_shell.2 (by omega)), ?_⟩
      simp only [label, ell, twoJ, Prod.mk.injEq]
      split_ifs <;> omega
```

The degeneracies use the same range. Restore $k=0$, which adds nothing, and set $S(n)=\sum_{k=-n}^{n-1}2|k|$. Then $S(0)=0$, since the sum is empty. Passing from $n$ to $n+1$ adds the values $k=n$ and $k=-(n+1)$, so if $S(n)=2n^2$, then

$$S(n+1)=2n^2+2n+2(n+1)=2(n+1)^2 .$$

The proof of `sum_degeneracy` restores zero with `sum_erase` and then follows this induction, writing the larger interval as the smaller one with two elements inserted. With a symmetric range from $-n$ to $n$, the sum would be $2n^2+2n$ instead.

```lean
/-- The degeneracies `2|k|` of the subshells in the shell `n` add up to `2n²`. -/
theorem sum_degeneracy (n : ℕ) : ∑ k ∈ shell n, 2 * k.natAbs = 2 * n ^ 2 := by
  -- the excluded value k = 0 would contribute nothing
  rw [shell, sum_erase _ (by simp)]
  induction n with
  | zero => simp
  | succ n ih =>
    -- with zero restored, the next interval adds k = n and k = -(n + 1)
    have h : Icc (-((n + 1 : ℕ) : ℤ)) (((n + 1 : ℕ) : ℤ) - 1) =
        insert (-((n + 1 : ℕ) : ℤ)) (insert (n : ℤ) (Icc (-(n : ℤ)) ((n : ℤ) - 1))) := by
      ext k
      simp only [mem_insert, mem_Icc]
      omega
    rw [h, sum_insert (by simp only [mem_insert, mem_Icc]; omega),
      sum_insert (by simp only [mem_Icc]; omega), ih]
    simp only [Int.natAbs_neg, Int.natAbs_natCast]
    ring
```

## Only the count of subshells needs n ≥ 1

Physically, $n\ge1$ says that there is a shell to describe. By hand it enters at one point. The interval from $-n$ to $n-1$ contains $2n$ integers, and removing zero leaves $2n-1$, provided that zero was there to remove. For $n=0$ the interval is empty, and the formula would give $-1$ subshells.

The theorem states the count as `(shell n).card + 1 = 2 * n`, which avoids subtraction of natural numbers. The hypothesis `hn` is used to prove that zero lies in the interval, and again in the closing arithmetic, where the cardinality after removing zero is a natural-number subtraction. The other two claims also hold for $n=0$, where the shell, the set of subshells and the set of spinors are all empty.

```lean
/-- For `n ≥ 1`, kappa labels the subshells of the principal shell `n` bijectively, there are
`2n - 1` of them, and together they hold `2n²` spinors. -/
theorem principal_shell_structure (n : ℕ) (hn : 1 ≤ n) :
    Set.BijOn label (shell n : Set ℤ) (subshells n) ∧
      (shell n).card + 1 = 2 * n ∧ (spinors n).card = 2 * n ^ 2 := by
  refine ⟨label_bijOn n, ?_, ?_⟩
  · have h0 : (0 : ℤ) ∈ Icc (-(n : ℤ)) ((n : ℤ) - 1) := by
      simp only [mem_Icc]
      omega
    rw [shell, card_erase_of_mem h0, Int.card_Icc]
    omega
  · rw [spinors, card_sigma, ← sum_degeneracy n]
    exact sum_congr rfl (fun k _ => card_twoM k)
```

The cardinality in the theorem is that of the $k$ values; the bijection carries it over to the subshells. For the spinors, `card_sigma` turns the number of pairs into a sum over $k$ of the numbers of projections. `card_twoM` replaces each term by $2|k|$, and `sum_degeneracy` gives $2n^2$.

## Fixed l needs l < n

The condition $l<n$ says that the orbital type exists in the shell: there is a $3d$ subshell pair but no $2d$ one. For $1\le l<n$ the values of $k$ with this $l$ are $l$ and $-l-1$, the two spin-orbit partners, and their capacities add up to

$$2l+2(l+1)=2(2l+1).$$

For $l=0$ only $k=-1$ remains, with capacity $2$, which agrees with the formula. This is the nonrelativistic capacity of an $l$ subshell, now divided between two values of $j$ when $l>0$.

The proof makes the same case distinction and identifies the filtered shell as one or two explicit values. The hypothesis `hl` guarantees that they lie in the range. If $l\ge n$, neither does: the sum is empty and equals zero, while the right-hand side is positive.

```lean
/-- For each `l < n`, the subshells of the shell `n` with orbital angular momentum `l` together
hold `2(2l + 1)` spinors. -/
theorem capacity_of_fixed_l (n l : ℕ) (hl : l < n) :
    ∑ k ∈ (shell n).filter (fun k => ell k = l), (twoM k).card = 2 * (2 * l + 1) := by
  rcases Nat.eq_zero_or_pos l with h0 | hpos
  · -- l = 0 has the single value k = -1
    have h : (shell n).filter (fun k => ell k = l) = {-1} := by
      ext k
      rw [mem_filter, mem_shell]
      simp only [mem_singleton, ell]
      split_ifs <;> omega
    rw [h, sum_singleton, card_twoM]
    omega
  · -- l > 0 splits into the spin-orbit pair k = l and k = -l - 1
    have h : (shell n).filter (fun k => ell k = l) = {(l : ℤ), -(l : ℤ) - 1} := by
      ext k
      rw [mem_filter, mem_shell]
      simp only [mem_insert, mem_singleton, ell]
      split_ifs <;> omega
    rw [h, sum_pair (by omega), card_twoM, card_twoM]
    omega
```

## The partner −κ is considered for a κ already in the shell

Changing the sign of $k$ keeps $j$ and changes $l$ by one, as between $2s_{1/2}$ with $k=-1$ and $2p_{1/2}$ with $k=1$. For a single electron in the Coulomb field of a point nucleus, the Dirac equation gives such partners with equal $n$ the same energy. The theorem concerns only whether the partner's label is present.

If $k$ is nonzero and $-n\le k\le n-1$, then $-k$ is nonzero and $-(n-1)\le -k\le n$. It therefore lies in the shell unless $-k=n$. The unpaired subshell is the one with the largest $j$: $1s_{1/2}$, $2p_{3/2}$, $3d_{5/2}$ and so on. In the proof, `mem_shell` converts both memberships to inequalities, and `omega` finishes.

The hypothesis `hk` supplies the bounds on $k$. Without it the equivalence fails for $k=0$ and $n\ge1$: zero differs from $-n$, yet $-0$ is not in the shell.

```lean
/-- A value `k` in the shell `n` has its partner `-k` in the same shell exactly when `k ≠ -n`. -/
theorem partner_mem_shell_iff {n : ℕ} {k : ℤ} (hk : k ∈ shell n) :
    -k ∈ shell n ↔ k ≠ -(n : ℤ) := by
  rw [mem_shell] at hk ⊢
  omega

end DiracPrincipalShell
```

```lean
#print axioms DiracPrincipalShell.principal_shell_structure
-- 'DiracPrincipalShell.principal_shell_structure' depends on axioms: [propext, Classical.choice, Quot.sound]
#print axioms DiracPrincipalShell.capacity_of_fixed_l
-- 'DiracPrincipalShell.capacity_of_fixed_l' depends on axioms: [propext, Classical.choice, Quot.sound]
#print axioms DiracPrincipalShell.partner_mem_shell_iff
-- 'DiracPrincipalShell.partner_mem_shell_iff' depends on axioms: [propext, Classical.choice, Quot.sound]
```

## The same range in an atomic program

A program that sets up the orbitals of a shell can generate its list with the Python expression `[k for k in range(-n, n) if k != 0]`, since `range` excludes its upper end. Each $k$ calls for one radial problem, whose pair of large and small radial functions serves all $2|k|$ projections in a central field. For $n=3$ that means five radial problems and eighteen spinors.

The fixed-$l$ count is useful when a nonrelativistic configuration is converted to relativistic subshells. A filled $p^6$ becomes two electrons in $p_{1/2}$, with $k=1$, and four in $p_{3/2}$, with $k=-2$. An open $p$ shell allows more than one distribution of its electrons over the two, and the capacities only limit which distributions are possible.
